# For 0 < kh < 4π, Richardson extrapolation raises the three-point free-particle energy but leaves it below k²/2

A free particle on a grid can be modelled by a finite matrix with boundary conditions, or by a difference operator acting on plane waves on the whole line. The development below takes the second course. The wavenumber $k$ and the spacing $h$ are real numbers, a wave function is a map from $\mathbb R$ to $\mathbb C$, and a stencil combines its values at shifted points. Restricting $x$ to multiples of the spacing gives the usual grid operator with the same energies. There is no potential and no boundary, and units are chosen so that $\hbar = m = 1$, which makes the exact energy $k^2/2$.

```lean
import Mathlib

open Real

namespace RichardsonStencil

noncomputable section
```

## Three-point energies at two spacings

The three-point approximation to $-\tfrac12\,d^2/dx^2$ sends $f$ to

$$-\frac{f(x+h)-2f(x)+f(x-h)}{2h^2}.$$

On $e^{ikx}$ the two shifted terms add up to $2\cos(kh)\,e^{ikx}$, so the wave is multiplied by

$$E(h)=\frac{1-\cos(kh)}{h^2}.$$

The code takes this formula as its definition of the three-point energy, with $k$ as an explicit argument.

```lean
/-- The three-point free-particle energy `(1 - cos (k h)) / h²` at wavenumber `k` and
grid spacing `h ≠ 0`. -/
def threePointEnergy (k h : ℝ) : ℝ := (1 - Real.cos (k * h)) / h ^ 2
```

The leading error of $E(h)$ is proportional to $h^2$. Halving the spacing divides it by four, and the combination

$$R=\frac{4E(h/2)-E(h)}{3}$$

removes it. This is the Richardson value.

```lean
/-- The Richardson combination of the three-point energies at spacings `h` and `h / 2`,
for `h ≠ 0`. -/
def richardson (k h : ℝ) : ℝ :=
  (4 * threePointEnergy k (h / 2) - threePointEnergy k h) / 3
```

## The five-point stencil acting on a plane wave

The five-point energy is tied to its operator by a theorem, which needs the plane wave $e^{ikx}$ as a complex function.

```lean
/-- The plane wave `exp (i k x)`. -/
def planeWave (k x : ℝ) : ℂ := Complex.exp (((k * x : ℝ) : ℂ) * Complex.I)
```

At spacing $a$, the fourth-order stencil for $-\tfrac12\,d^2/dx^2$ is

$$(T_af)(x)=\frac{f(x+2a)-16f(x+a)+30f(x)-16f(x-a)+f(x-2a)}{24a^2}.$$

```lean
/-- The five-point stencil for the kinetic energy operator `-(1/2) d²/dx²` at spacing
`a ≠ 0`. -/
def fivePointKinetic (a : ℝ) (f : ℝ → ℂ) (x : ℝ) : ℂ :=
  (f (x + 2 * a) - 16 * f (x + a) + 30 * f x - 16 * f (x - a) + f (x - 2 * a))
    / (24 * (a : ℂ) ^ 2)
```

The energy to be matched with it is

$$E_5(a)=\frac{15-16\cos(ka)+\cos(2ka)}{12a^2}.$$

```lean
/-- The five-point free-particle energy at wavenumber `k` and spacing `a ≠ 0`. -/
def fivePointEnergy (k a : ℝ) : ℝ :=
  (15 - 16 * Real.cos (k * a) + Real.cos (k * (2 * a))) / (12 * a ^ 2)
```

For any shift $y$,

$$e^{ik(x+y)}+e^{ik(x-y)}=\left(e^{iky}+e^{-iky}\right)e^{ikx}=2\cos(ky)\,e^{ikx}.$$

In the proof, `e1` and `e2` split the exponents, `Complex.exp_add` factors the exponentials, and the definition of the complex cosine supplies the last equality.

```lean
/-- Shifting a plane wave by `y` to the left and to the right and adding the results
multiplies it by `2 cos (k y)`. -/
theorem planeWave_shift (k x y : ℝ) :
    planeWave k (x + y) + planeWave k (x - y)
      = 2 * ((Real.cos (k * y) : ℝ) : ℂ) * planeWave k x := by
  have e1 : ((k * (x + y) : ℝ) : ℂ) * Complex.I
      = ((k * x : ℝ) : ℂ) * Complex.I + ((k * y : ℝ) : ℂ) * Complex.I := by
    push_cast; ring
  have e2 : ((k * (x - y) : ℝ) : ℂ) * Complex.I
      = ((k * x : ℝ) : ℂ) * Complex.I + -((k * y : ℝ) : ℂ) * Complex.I := by
    push_cast; ring
  unfold planeWave
  rw [e1, e2, Complex.exp_add, Complex.exp_add, Complex.ofReal_cos, Complex.cos]
  ring
```

Applying this with $y=a$ and $y=2a$ gives

$$T_ae^{ikx}=\frac{2\cos(2ka)-32\cos(ka)+30}{24a^2}\,e^{ikx}=E_5(a)\,e^{ikx}.$$

The `linear_combination` line is the same calculation: the shift identity for $2a$, minus sixteen times the one for $a$, divided by $24a^2$.

```lean
/-- The five-point kinetic operator multiplies a plane wave by the five-point energy. -/
theorem fivePointKinetic_planeWave (k a x : ℝ) :
    fivePointKinetic a (planeWave k) x
      = ((fivePointEnergy k a : ℝ) : ℂ) * planeWave k x := by
  have h1 := planeWave_shift k x a
  have h2 := planeWave_shift k x (2 * a)
  simp only [fivePointKinetic, fivePointEnergy]
  push_cast at h1 h2 ⊢
  linear_combination (h2 - 16 * h1) / (24 * (a : ℂ) ^ 2)
```

## The Richardson value is a five-point energy

Since $E(h/2)=4(1-\cos(kh/2))/h^2$,

$$R=\frac{16(1-\cos(kh/2))-(1-\cos(kh))}{3h^2}=\frac{15-16\cos(kh/2)+\cos(kh)}{3h^2}.$$

With $a=h/2$ one has $12a^2=3h^2$ and $2ka=kh$, so the right side is $E_5(h/2)$. The theorem has no hypothesis $h\neq0$, because Lean sets division by zero to zero; its physical content is for nonzero spacing.

```lean
/-- Richardson extrapolation from spacings `h` and `h / 2` gives the five-point energy at
spacing `h / 2`. -/
theorem richardson_eq_fivePointEnergy (k h : ℝ) :
    richardson k h = fivePointEnergy k (h / 2) := by
  have e : k * (2 * (h / 2)) = k * h := by ring
  simp only [richardson, threePointEnergy, fivePointEnergy, e]
  ring
```

## The gain over the finer grid

Write $c=\cos(kh/2)$. The double-angle formula gives $\cos(kh)=2c^2-1$, hence $E(h)=2(1-c)(1+c)/h^2$. Then

$$R-E(h/2)=\frac{E(h/2)-E(h)}{3}=\frac{2(1-c)\left[2-(1+c)\right]}{3h^2}=\frac{2(1-c)^2}{3h^2}.$$

The correction is a square, so extrapolation never lowers the fine-grid energy. In the code, `hc` is the double-angle step and `ring` does the rest.

```lean
/-- The extrapolation adds to the three-point energy at spacing `h / 2` the correction
`2 (1 - cos (k h / 2))² / (3 h²)`. -/
theorem richardson_eq_add_correction (k h : ℝ) :
    richardson k h = threePointEnergy k (h / 2)
      + 2 / 3 * (1 - Real.cos (k * (h / 2))) ^ 2 / h ^ 2 := by
  have hc : Real.cos (k * h) = 2 * Real.cos (k * (h / 2)) ^ 2 - 1 := by
    rw [← Real.cos_two_mul]
    congr 1
    ring
  simp only [richardson, threePointEnergy, hc]
  ring
```

The correction is strictly positive when $c<1$. For $0<t<2\pi$ this follows from $1-\cos t=2\sin^2(t/2)$, since $t/2$ lies strictly between $0$ and $\pi$, where the sine is positive.

```lean
/-- The cosine is below one strictly inside the first period. -/
theorem cos_lt_one_of_period {t : ℝ} (h0 : 0 < t) (h1 : t < 2 * π) : Real.cos t < 1 := by
  have hs : 0 < Real.sin (t / 2) :=
    Real.sin_pos_of_pos_of_lt_pi (by linarith) (by linarith)
  have hc : Real.cos t = 2 * Real.cos (t / 2) ^ 2 - 1 := by
    rw [← Real.cos_two_mul]
    congr 1
    ring
  have hp : 0 < Real.sin (t / 2) ^ 2 := by positivity
  linarith [Real.sin_sq_add_cos_sq (t / 2)]
```

## The extrapolated energy stays below the parabola

Adding the correction to $E(h/2)$ gives

$$R=\frac{4(1-c)}{h^2}+\frac{2(1-c)^2}{3h^2}=\frac{2(1-c)(7-c)}{3h^2}.$$

With $\theta=kh/2$, the inequality $R<k^2/2$ becomes

$$(1-\cos\theta)(7-\cos\theta)<3\theta^2.$$

Let $g(t)=3t^2-(1-\cos t)(7-\cos t)$. Its derivatives are

$$g'(t)=6t-8\sin t+2\sin t\cos t,$$

$$g''(t)=6-8\cos t+2(\cos^2t-\sin^2t)=4(1-\cos t)^2.$$

Both $g$ and $g'$ vanish at $0$. On $(0,\pi)$ the second derivative is positive, so $g'$ increases from zero and is positive there, and then $g$ increases from zero as well. This settles $0<\theta\le\pi$. For $\theta>\pi$,

$$16-(1-\cos\theta)(7-\cos\theta)=(1+\cos\theta)(9-\cos\theta)\ge0,$$

so the left side is at most $16$, while $3\theta^2>27$.

In the proof, `hg` and `hd` are the two derivative formulas. The two uses of `strictMonoOn_of_deriv_pos`, named `m1` and `m2`, are the monotonicity of $g'$ and of $g$. The final `nlinarith` receives the product $(1+\cos\theta)(9-\cos\theta)$.

```lean
/-- The dimensionless five-point dispersion stays strictly below the parabola at every
positive phase `θ`. -/
theorem dispersion_lt_parabola {θ : ℝ} (hθ : 0 < θ) :
    (1 - Real.cos θ) * (7 - Real.cos θ) < 3 * θ ^ 2 := by
  by_cases hπ : θ ≤ π
  · -- the second derivative of the difference is a perfect square
    have hd : ∀ t : ℝ, HasDerivAt
        (fun t : ℝ => 6 * t - 8 * Real.sin t + 2 * (Real.sin t * Real.cos t))
        (4 * (1 - Real.cos t) ^ 2) t := by
      intro t
      have h := (((hasDerivAt_id' t).const_mul (6 : ℝ)).fun_sub
        ((Real.hasDerivAt_sin t).const_mul (8 : ℝ))).fun_add
        (((Real.hasDerivAt_sin t).fun_mul (Real.hasDerivAt_cos t)).const_mul (2 : ℝ))
      refine h.congr_deriv ?_
      linear_combination (-2) * Real.sin_sq_add_cos_sq t
    have hg : ∀ t : ℝ, HasDerivAt
        (fun t : ℝ => 3 * t ^ 2 - (1 - Real.cos t) * (7 - Real.cos t))
        (6 * t - 8 * Real.sin t + 2 * (Real.sin t * Real.cos t)) t := by
      intro t
      have h := (((hasDerivAt_id' t).fun_pow 2).const_mul (3 : ℝ)).fun_sub
        (((Real.hasDerivAt_cos t).const_sub 1).fun_mul
          ((Real.hasDerivAt_cos t).const_sub 7))
      refine h.congr_deriv ?_
      norm_num
      ring
    have m1 := strictMonoOn_of_deriv_pos (convex_Icc 0 π)
      (fun t _ => (hd t).continuousAt.continuousWithinAt) (fun t ht => by
        rw [interior_Icc] at ht
        rw [(hd t).deriv]
        have hc := cos_lt_one_of_period ht.1 (by linarith [ht.2, Real.pi_pos])
        have hp : 0 < 1 - Real.cos t := by linarith
        positivity)
    -- hence the first derivative is positive, and the difference itself increases
    have m2 := strictMonoOn_of_deriv_pos (convex_Icc 0 π)
      (fun t _ => (hg t).continuousAt.continuousWithinAt) (fun t ht => by
        rw [interior_Icc] at ht
        rw [(hg t).deriv]
        have h := m1 ⟨le_refl 0, Real.pi_pos.le⟩ ⟨ht.1.le, ht.2.le⟩ ht.1
        simpa using h)
    have h := m2 ⟨le_refl 0, Real.pi_pos.le⟩ ⟨hθ.le, hπ⟩ hθ
    simp only [Real.cos_zero] at h
    linarith
  · -- beyond `π` the bounded left side cannot reach the parabola
    have h3 : 3 < θ := by linarith [Real.pi_gt_three, not_le.mp hπ]
    have h1 : 0 ≤ 1 + Real.cos θ := by linarith [Real.neg_one_le_cos θ]
    have h2 : 0 ≤ 9 - Real.cos θ := by linarith [Real.cos_le_one θ]
    nlinarith [mul_nonneg h1 h2]
```

Since $\theta^2=(kh)^2/4$, multiplying the inequality by $2/3$ gives

$$h^2R=\tfrac23(1-c)(7-c)<2\theta^2=\frac{(kh)^2}{2}.$$

This holds for all positive $k$ and $h$, with no limit on $kh$.

```lean
/-- In units of `1 / h²`, the extrapolated energy is strictly below the exact kinetic energy
for all positive `k` and `h`. -/
theorem scaled_richardson_lt {k h : ℝ} (hk : 0 < k) (hh : 0 < h) :
    h ^ 2 * richardson k h < (k * h) ^ 2 / 2 := by
  have hf : richardson k h = (2 / 3 * ((1 - Real.cos (k * (h / 2)))
      * (7 - Real.cos (k * (h / 2))))) / h ^ 2 := by
    rw [richardson_eq_add_correction, threePointEnergy]
    ring
  have hcancel : ∀ A : ℝ, h ^ 2 * (A / h ^ 2) = A := fun A => by field_simp
  have hb := dispersion_lt_parabola (θ := k * (h / 2)) (by positivity)
  rw [hf, hcancel]
  linarith [show (k * (h / 2)) ^ 2 = (k * h) ^ 2 / 4 by ring]
```

## Both bounds for kh < 4π

The main theorem takes positive `k` and `h` with `k * h < 4 * π` and concludes three things:

$$R=E_5(h/2),\qquad E(h/2)<R,\qquad R<\frac{k^2}{2}.$$

The first is the identity proved above. For the second, $kh<4\pi$ places $kh/2$ strictly between $0$ and $2\pi$, so $c<1$ and the correction is positive. The third follows from the scaled bound after cancelling $h^2$. Since both numerical energies lie below the exact one, the larger of them, $R$, has the smaller error.

The grid of spacing $h/2$ distinguishes wavenumbers only up to $kh=2\pi$, and the grid of spacing $h$ only up to $kh=\pi$. Beyond either limit the theorem still compares the formulas with $k^2/2$, but on the points of the grid concerned the wave coincides with one of smaller $|k|$.

For real-space electronic structure, the result describes the kinetic discretisation error of a single non-interacting particle without a potential: the extrapolated energy is better than the fine-grid one, yet it is not a variational upper bound.

```lean
/-- For `k, h > 0` with `k h < 4π`, the Richardson value is the five-point energy at spacing
`h / 2` and lies strictly between the three-point energy at `h / 2` and the exact `k² / 2`. -/
theorem richardson_improves_from_below {k h : ℝ} (hk : 0 < k) (hh : 0 < h)
    (hkh : k * h < 4 * π) :
    richardson k h = fivePointEnergy k (h / 2) ∧
      threePointEnergy k (h / 2) < richardson k h ∧ richardson k h < k ^ 2 / 2 := by
  refine ⟨richardson_eq_fivePointEnergy k h, ?_, ?_⟩
  · have hc := cos_lt_one_of_period (t := k * (h / 2)) (by positivity) (by linarith)
    have hp : 0 < 1 - Real.cos (k * (h / 2)) := by linarith
    have hq : 0 < 2 / 3 * (1 - Real.cos (k * (h / 2))) ^ 2 / h ^ 2 := by positivity
    linarith [richardson_eq_add_correction k h]
  · have hs := scaled_richardson_lt hk hh
    have hs' : h ^ 2 * richardson k h < h ^ 2 * (k ^ 2 / 2) := by
      linarith [show (k * h) ^ 2 / 2 = h ^ 2 * (k ^ 2 / 2) by ring]
    exact lt_of_mul_lt_mul_left hs' (sq_nonneg h)
```

At $kh=4\pi$ the phase $kh/2$ is $2\pi$, so $c=1$. The fine-grid energy and the correction both vanish, and $R=E(h/2)=0$. The strict gain therefore fails at this endpoint, and the range in the theorem can't be enlarged to include it.

```lean
/-- At `k h = 4π` the three-point energy at spacing `h / 2` and the Richardson value are
both zero. -/
theorem no_improvement_at_four_pi {k h : ℝ} (hkh : k * h = 4 * π) :
    threePointEnergy k (h / 2) = 0 ∧ richardson k h = 0 := by
  have hc : Real.cos (k * (h / 2)) = 1 := by
    rw [show k * (h / 2) = 2 * π by linear_combination hkh / 2, Real.cos_two_pi]
  have hE : threePointEnergy k (h / 2) = 0 := by
    simp [threePointEnergy, hc]
  refine ⟨hE, ?_⟩
  rw [richardson_eq_add_correction, hE, hc]
  simp

end

end RichardsonStencil
```

```lean
#print axioms RichardsonStencil.fivePointKinetic_planeWave
#print axioms RichardsonStencil.richardson_eq_fivePointEnergy
#print axioms RichardsonStencil.richardson_improves_from_below
#print axioms RichardsonStencil.no_improvement_at_four_pi
```

```
'RichardsonStencil.fivePointKinetic_planeWave' depends on axioms: [propext, Classical.choice, Quot.sound]
'RichardsonStencil.richardson_eq_fivePointEnergy' depends on axioms: [propext, Classical.choice, Quot.sound]
'RichardsonStencil.richardson_improves_from_below' depends on axioms: [propext, Classical.choice, Quot.sound]
'RichardsonStencil.no_improvement_at_four_pi' depends on axioms: [propext, Classical.choice, Quot.sound]
```

## Six points, then twelve, in a periodic cell

Take a periodic cell of length $2\pi$ and the wave with $k=1$, whose exact energy is $0.5$. The wave fits the cell, so it is an eigenvector of the periodic difference matrix, with the energy given by the formulas above. Six grid points mean $h=\pi/3$, and twelve mean $h/2=\pi/6$. The two three-point energies are

$$E(h)\approx0.45595,\qquad E(h/2)\approx0.48868.$$

The extrapolation step adds a third of their difference to the second:

$$R\approx0.48868+\frac{0.03274}{3}\approx0.49959.$$

The error falls from about $0.0113$ to about $0.0004$, and the result is still too low. A single calculation with the five-point stencil on the twelve-point grid returns the same $R$. With a non-constant potential the two routes generally give different energies, because the Hamiltonians built with the two spacings, both taken to act on the twelve-point grid, then generally have no common eigenvectors, and without these the eigenvalues of a combination of operators need not be the same combination of their eigenvalues.
